# Phase-weighted folding of a finitely supported grid projector into one cell preserves its overlap with Bloch functions

Label the points of an infinite one-dimensional grid by integers $x$, with unit spacing, and let a periodic cell contain $L\ge 1$ points. A projector $p(x)$ is complex and nonzero at only finitely many points. For real $k$, a Bloch function $\psi$ satisfies $\psi(x+L)=e^{ikL}\psi(x)$. The folded projector is

$$P(x)=\sum_{n\in\mathbb Z}e^{-iknL}\,p(x+nL).$$

I want to replace the overlap over the whole grid by a sum over one cell:

$$\sum_{x\in\mathbb Z}\overline{p(x)}\,\psi(x)=\sum_{0\le x<L}\overline{P(x)}\,\psi(x).$$

Can this be made rigorous, with the phases and their signs checked in Lean? I would also like to know whether $P$ is the only cell function that works, and what happens to the separable nonlocal potential built from $p$.

## Collecting the images, phase by phase

The identity holds for any cell $a\le x<a+L$ with integer $a$; yours is $a=0$. Applying the Bloch condition repeatedly, forwards or backwards, gives $\psi(x+nL)=e^{iknL}\psi(x)$ for every integer $n$. The backward steps divide by $e^{ikL}$, which is never zero.

Every grid point is $x+nL$ for exactly one cell point $x$ and one integer $n$. Hence

$$\begin{aligned}
\sum_{y\in\mathbb Z}\overline{p(y)}\,\psi(y)
&=\sum_{a\le x<a+L}\ \sum_n \overline{p(x+nL)}\,\psi(x+nL)\\
&=\sum_{a\le x<a+L}\Big[\sum_n e^{iknL}\,\overline{p(x+nL)}\Big]\psi(x).
\end{aligned}$$

Since $k$ is real, $e^{iknL}=\overline{e^{-iknL}}$, so the bracket is $\overline{P(x)}$.

The folded projector is itself a Bloch function:

$$P(x+L)=\sum_n e^{-iknL}p(x+(n+1)L)=e^{ikL}\sum_n e^{-ik(n+1)L}p(x+(n+1)L)=e^{ikL}P(x).$$

This also settles uniqueness. Fold a projector that is 1 at a single cell point $y$ and 0 elsewhere. The result is a Bloch function that equals $\delta_{xy}$ within the cell, because any nonzero translation leaves the cell. If a cell function $Q$ reproduces the overlap of $p$ with every Bloch function at this $k$, testing with this one gives $\overline{Q(y)}=\overline{P(y)}$.

For the potential, let $D$ be its strength and write $\langle p,\psi\rangle$ for the full-grid overlap. Shifting $y$ by $nL$ shows that the image $p(y-nL)$ has overlap $e^{iknL}\langle p,\psi\rangle$ with $\psi$. Therefore

$$\sum_n D\,p(x-nL)\,e^{iknL}\langle p,\psi\rangle
=D\,P(x)\,\langle p,\psi\rangle
=D\,P(x)\sum_{a\le y<a+L}\overline{P(y)}\,\psi(y),$$

where the first equality replaces $n$ by $-n$. All the images together act as one rank-one term.

## What the Lean theorems say

The type `ℤ →₀ ℂ` contains the functions with finite support. It stands for a projector that vanishes beyond a cutoff radius, and it leaves only finitely many nonzero terms in each sum when $L\ge1$. `blochPhase k L n` is $e^{iknL}$, with `k : ℝ` making the wavevector real, and `IsBloch k L ψ` is the Bloch condition. `overlap` conjugates the projector, and `folded` is $P$.

- `overlap_eq_sum_cell` says that for `0 < L`, any integer `a` and any Bloch function, the full-grid overlap equals the folded overlap on `Finset.Ico a (a + L)`, the points $a\le x<a+L$.
- `folded_isBloch` gives the Bloch condition for $P$.
- `folded_unique` says that a function reproducing the overlap with all Bloch functions at the given $k$ agrees with $P$ on the cell. It says nothing about that function's values elsewhere.
- `separable_potential_folds` is the rank-one formula at every grid point `x`, for any complex `D`.
- `isBloch_witness` supplies the plane wave $e^{ikx}$ as an explicit Bloch function.

The model has one dimension, one projector per cell and a scalar strength. Three-dimensional lattices and matrices coupling several projectors are not treated, nor is the error made by putting a continuous projector on a grid.

```lean
import Mathlib

open ComplexConjugate

namespace BlochProjectorFolding

noncomputable section

/-- The Bloch phase `exp(i k n L)` of a translation by `n` cells of `L` grid points. -/
def blochPhase (k : ℝ) (L : ℕ) (n : ℤ) : ℂ :=
  Complex.exp (Complex.I * k * (n * L))

/-- The Bloch condition `ψ(x + L) = exp(i k L) ψ(x)` on the infinite grid. -/
def IsBloch (k : ℝ) (L : ℕ) (ψ : ℤ → ℂ) : Prop :=
  ∀ x, ψ (x + L) = blochPhase k L 1 * ψ x

/-- The overlap of a localised projector with a grid function, summed over the infinite grid. -/
def overlap (p : ℤ →₀ ℂ) (ψ : ℤ → ℂ) : ℂ :=
  ∑' x : ℤ, conj (p x) * ψ x

/-- The folded projector `P(x) = ∑ₙ exp(-i k n L) p(x + n L)`, for cells of length `L ≥ 1`. -/
def folded (k : ℝ) (L : ℕ) (p : ℤ →₀ ℂ) (x : ℤ) : ℂ :=
  ∑' n : ℤ, blochPhase k L (-n) * p (x + n * L)

/-- Bloch phases of successive translations multiply. -/
theorem blochPhase_add (k : ℝ) (L : ℕ) (m n : ℤ) :
    blochPhase k L (m + n) = blochPhase k L m * blochPhase k L n := by
  unfold blochPhase
  rw [← Complex.exp_add]
  congr 1
  push_cast
  ring

/-- Complex conjugation reverses the translation in a Bloch phase. -/
theorem conj_blochPhase (k : ℝ) (L : ℕ) (n : ℤ) :
    conj (blochPhase k L n) = blochPhase k L (-n) := by
  unfold blochPhase
  rw [← Complex.exp_conj]
  congr 1
  simp only [map_mul, Complex.conj_I, Complex.conj_ofReal, map_intCast, map_natCast]
  push_cast
  ring

/-- The plane wave `exp(i k x)` satisfies the Bloch condition. -/
theorem isBloch_witness (k : ℝ) (L : ℕ) :
    IsBloch k L (fun x => Complex.exp (Complex.I * k * x)) := by
  intro x
  simp only [blochPhase]
  rw [← Complex.exp_add]
  congr 1
  push_cast
  ring

/-- A Bloch function translated by any integer number `n` of cells gains the phase
`exp(i k n L)`. -/
theorem IsBloch.translate {k : ℝ} {L : ℕ} {ψ : ℤ → ℂ} (h : IsBloch k L ψ) (x n : ℤ) :
    ψ (x + n * L) = blochPhase k L n * ψ x := by
  induction n using Int.induction_on with
  | zero => simp [blochPhase]
  | succ i ih =>
    rw [show x + ((i : ℤ) + 1) * L = x + i * L + L by ring, h, ih, add_comm (i : ℤ) 1,
      blochPhase_add]
    ring
  | pred i ih =>
    have h1 := h (x + (-(i : ℤ) - 1) * L)
    rw [show x + (-(i : ℤ) - 1) * L + L = x + -(i : ℤ) * L by ring, ih,
      show -(i : ℤ) = 1 + (-(i : ℤ) - 1) by ring, blochPhase_add] at h1
    have h0 : blochPhase k L 1 ≠ 0 := Complex.exp_ne_zero _
    apply mul_left_cancel₀ h0
    rw [← mul_assoc, h1]
    congr 3
    ring

/-- An absolutely convergent sum over the infinite grid is a sum over the points of one cell and
over their periodic images. -/
theorem tsum_eq_sum_cell {L : ℕ} (hL : 0 < L) (a : ℤ) {f : ℤ → ℂ} (hf : Summable f) :
    ∑' x, f x = ∑ x ∈ Finset.Ico a (a + L), ∑' n : ℤ, f (x + n * L) := by
  have : NeZero L := ⟨hL.ne'⟩
  -- every grid point is uniquely a cell point plus a lattice translation
  let e : Fin L × ℤ ≃ ℤ :=
    ((Equiv.prodComm (Fin L) ℤ).trans (Int.divModEquiv L).symm).trans (Equiv.addLeft a)
  have he : ∀ (r : Fin L) (n : ℤ), e (r, n) = a + (n * L + ((r : ℕ) : ℤ)) :=
    fun _ _ => rfl
  have hs : Summable (fun z => f (e z)) := e.summable_iff.2 hf
  have hcell : Finset.Ico a (a + L) = (Finset.range L).image (fun r : ℕ => a + (r : ℤ)) := by
    ext x
    simp only [Finset.mem_Ico, Finset.mem_image, Finset.mem_range]
    constructor
    · rintro ⟨h1, h2⟩
      exact ⟨(x - a).toNat, by omega, by omega⟩
    · rintro ⟨r, h1, h2⟩
      omega
  rw [hcell, Finset.sum_image (fun r _ s _ h => by simpa using h), Finset.sum_range,
    ← e.tsum_eq f, hs.tsum_prod, tsum_fintype]
  refine Finset.sum_congr rfl fun r _ => tsum_congr fun n => ?_
  rw [he]
  congr 1
  ring

/-- Folding theorem: the overlap of a localised projector with a Bloch function over the infinite
grid equals the overlap of the folded projector with it over any one cell. -/
theorem overlap_eq_sum_cell {k : ℝ} {L : ℕ} (hL : 0 < L) (a : ℤ) (p : ℤ →₀ ℂ)
    {ψ : ℤ → ℂ} (h : IsBloch k L ψ) :
    overlap p ψ = ∑ x ∈ Finset.Ico a (a + L), conj (folded k L p x) * ψ x := by
  have hf : Summable (fun x => conj (p x) * ψ x) := by
    refine (hasSum_sum_of_ne_finset_zero (s := p.support) fun x hx => ?_).summable
    rw [Finsupp.notMem_support_iff.1 hx, map_zero, zero_mul]
  unfold overlap
  rw [tsum_eq_sum_cell hL a hf]
  refine Finset.sum_congr rfl fun x _ => ?_
  -- the phase of each image is absorbed into the folded projector
  unfold folded
  rw [Complex.conj_tsum, ← tsum_mul_right]
  refine tsum_congr fun n => ?_
  rw [h.translate, map_mul, conj_blochPhase, neg_neg]
  ring

/-- The folded projector satisfies the Bloch condition. -/
theorem folded_isBloch (k : ℝ) (L : ℕ) (p : ℤ →₀ ℂ) : IsBloch k L (folded k L p) := by
  intro x
  unfold folded
  rw [← tsum_mul_left, ← (Equiv.addRight (1 : ℤ)).tsum_eq
    (fun n : ℤ => blochPhase k L 1 * (blochPhase k L (-n) * p (x + n * L)))]
  refine tsum_congr fun n => ?_
  rw [Equiv.coe_addRight, ← mul_assoc, ← blochPhase_add,
    show 1 + -(n + 1) = -n by ring, show x + (n + 1) * (L : ℤ) = x + L + n * L by ring]

/-- Within one cell, the folded projector of a single grid point is the Kronecker delta. -/
theorem folded_single (k : ℝ) {L : ℕ} {a x y : ℤ} (hx : x ∈ Finset.Ico a (a + L))
    (hy : y ∈ Finset.Ico a (a + L)) :
    folded k L (Finsupp.single y 1) x = if x = y then 1 else 0 := by
  rw [Finset.mem_Ico] at hx hy
  unfold folded
  rw [tsum_eq_single 0]
  · simp [blochPhase, Finsupp.single_apply, eq_comm]
  · intro n hn
    -- a nonzero translation leaves the cell
    have hne : y ≠ x + n * L := by
      intro h
      have hL : (0 : ℤ) ≤ L := Int.natCast_nonneg L
      rcases lt_or_gt_of_ne hn with h1 | h1
      · have := mul_nonneg (show 0 ≤ -1 - n by omega) hL
        nlinarith
      · have := mul_nonneg (show 0 ≤ n - 1 by omega) hL
        nlinarith
    rw [Finsupp.single_apply, if_neg hne, mul_zero]

/-- A cell function that reproduces the overlap of `p` with every Bloch function coincides with
the folded projector on that cell. -/
theorem folded_unique {k : ℝ} {L : ℕ} (hL : 0 < L) (a : ℤ) (p : ℤ →₀ ℂ) (Q : ℤ → ℂ)
    (hQ : ∀ ψ, IsBloch k L ψ →
      overlap p ψ = ∑ x ∈ Finset.Ico a (a + L), conj (Q x) * ψ x) :
    ∀ y ∈ Finset.Ico a (a + L), Q y = folded k L p y := by
  intro y hy
  -- test with the Bloch function that is a delta at `y` within the cell
  have hψ := folded_isBloch k L (Finsupp.single y 1)
  have key : ∀ F : ℤ → ℂ,
      ∑ x ∈ Finset.Ico a (a + L), F x * folded k L (Finsupp.single y 1) x = F y := by
    intro F
    calc _ = ∑ x ∈ Finset.Ico a (a + L), F x * (if x = y then 1 else 0) :=
          Finset.sum_congr rfl fun x hx => by rw [folded_single k hx hy]
      _ = F y := by
          simp only [mul_ite, mul_one, mul_zero, Finset.sum_ite_eq', if_pos hy]
  have h := (hQ _ hψ).symm.trans (overlap_eq_sum_cell hL a p hψ)
  exact (starRingEnd ℂ).injective
    ((key fun x => conj (Q x)).symm.trans (h.trans (key fun x => conj (folded k L p x))))

/-- The separable nonlocal potential of strength `D`, summed over all periodic images of the
projector, acts on a Bloch function as one rank-one term built from the folded projector. -/
theorem separable_potential_folds {k : ℝ} {L : ℕ} (hL : 0 < L) (a : ℤ) (p : ℤ →₀ ℂ)
    (D : ℂ) {ψ : ℤ → ℂ} (h : IsBloch k L ψ) (x : ℤ) :
    ∑' n : ℤ, D * p (x - n * L) * ∑' y : ℤ, conj (p (y - n * L)) * ψ y =
      D * folded k L p x * ∑ y ∈ Finset.Ico a (a + L), conj (folded k L p y) * ψ y := by
  -- the overlap with the `n`-th image differs from the first one by a phase
  have himage : ∀ n : ℤ, ∑' y : ℤ, conj (p (y - n * L)) * ψ y =
      blochPhase k L n * overlap p ψ := by
    intro n
    unfold overlap
    rw [← tsum_mul_left, ← (Equiv.addRight (n * (L : ℤ))).tsum_eq
      (fun y : ℤ => conj (p (y - n * L)) * ψ y)]
    refine tsum_congr fun y => ?_
    rw [Equiv.coe_addRight, add_sub_cancel_right, h.translate]
    ring
  rw [← overlap_eq_sum_cell hL a p h]
  unfold folded
  rw [← tsum_mul_left, ← tsum_mul_right, ← (Equiv.neg ℤ).tsum_eq
    (fun n : ℤ => D * (blochPhase k L (-n) * p (x + n * L)) * overlap p ψ)]
  refine tsum_congr fun n => ?_
  rw [himage, Equiv.neg_apply, neg_neg, show x + -n * (L : ℤ) = x - n * L by ring]
  ring

end

end BlochProjectorFolding
```

```lean
#print axioms BlochProjectorFolding.overlap_eq_sum_cell
#print axioms BlochProjectorFolding.folded_unique
#print axioms BlochProjectorFolding.separable_potential_folds
```

```
'BlochProjectorFolding.overlap_eq_sum_cell' depends on axioms: [propext, Classical.choice, Quot.sound]
'BlochProjectorFolding.folded_unique' depends on axioms: [propext, Classical.choice, Quot.sound]
'BlochProjectorFolding.separable_potential_folds' depends on axioms: [propext, Classical.choice, Quot.sound]
```

## How the proof follows the calculation

`blochPhase_add` and `conj_blochPhase` are the two phase rules: phases of successive translations multiply, and conjugation reverses a translation. `IsBloch.translate` is the repeated Bloch condition, proved by induction on the integers in both directions; the downward step cancels the nonzero phase.

`tsum_eq_sum_cell` splits the grid. Its equivalence `e` is division with remainder, shifted by `a`, and `hs.tsum_prod` turns the sum over $\mathbb Z$ into a double sum. In `overlap_eq_sum_cell`, finite support provides the required summability. The proof then moves the conjugate and the factor $\psi(x)$ inside the sum over images and compares the two sides term by term, using `h.translate` and `conj_blochPhase`.

`folded_isBloch` reindexes by $n\to n+1$. `folded_single` proves the Kronecker delta by showing that only $n=0$ contributes. In `folded_unique`, `key` uses that delta to pick out the value at `y`, and injectivity of conjugation finishes the argument. In `separable_potential_folds`, `himage` is the phase of the shifted overlap, and the remaining reindexing is $n\to-n$.

## Wrapped projectors in a real-space code

In a real-space pseudopotential calculation with $k$-points, an atom's projector may extend past the cell boundary. The one-dimensional, single-projector identity above shows the bookkeeping: a point $x+nL$ is wrapped to $x$, and its projector value is multiplied by $e^{-iknL}$. If the projector is wider than the cell, several points land on the same $x$, and their contributions must be added, not overwritten. A grid-spacing weight multiplies both sides equally.

If the code stores the periodic part $u(x)=e^{-ikx}\psi(x)$ instead of $\psi$, the matching projector is $e^{-ikx}P(x)=\sum_n e^{-ik(x+nL)}p(x+nL)$, so each value carries the phase of its unwrapped position.

The smallest cell, $L=1$, is a useful check. With $a=0$ its only point is $x=0$, and $P(0)=\sum_n e^{-ikn}p(n)$ is the Fourier sum of the projector. The full overlap is then $\overline{P(0)}\,\psi(0)$, as follows directly from $\psi(n)=e^{ikn}\psi(0)$.
